# Hankel determinants of the moments of n poles, and the poles as zeros of the Hankel pencil

Let $a_0,\dots,a_{n-1}$ and $x_0,\dots,x_{n-1}$ be complex numbers, and let $C_j=\sum_k a_k x_k^j$ for $j=0,1,2,\dots$. Then the $n\times n$ determinant with entries $C_{i+j}$ is

$$\det\big(C_{i+j}\big)_{i,j=0}^{n-1}=\prod_{k} a_k\prod_{i<j}(x_i-x_j)^2 ,$$

and the determinant of the same form vanishes at every size $m>n$, in particular at size $n+1$.

The numbers $C_j$ are the moments of a Green's function in Lehmann form with finitely many poles,

$$G(\omega)=\sum_k\frac{a_k}{\omega-x_k}=\sum_{j\ge 0}\frac{C_j}{\omega^{j+1}},\qquad |\omega|>\max_k|x_k| ,$$

where $x_k$ is the position of a pole and $a_k$ its weight. When a calculation delivers moments instead of excitation energies, the determinants give a way back to the energies, provided that the spectrum consists of exactly $n$ distinct poles with nonzero weights and that the moments are free of error.

## The Hankel matrix as a product

Fix a size $m$ and write $H$ for the $m\times m$ matrix with entries $H_{ij}=C_{i+j}$, where $i$ and $j$ run from $0$ to $m-1$. A matrix whose entries depend only on $i+j$ is called a Hankel matrix. Let $V$ be the $n\times m$ matrix with entries $V_{ki}=x_k^i$, so that row $k$ lists the powers of one pole, and let $D$ be the diagonal matrix of the weights. Splitting the power gives

$$H_{ij}=\sum_k a_k x_k^{i+j}=\sum_k x_k^i\,a_k\,x_k^j=(V^{T}DV)_{ij}.$$

The transpose appears here, not the Hermitian adjoint. For complex poles or weights $H$ is symmetric but in general not Hermitian.

**As many rows as poles.** For $m=n$ all three factors are square, and therefore

$$\det H=\det V^{T}\,\det D\,\det V=\Big(\prod_k a_k\Big)(\det V)^2 .$$

The matrix $V$ is now the Vandermonde matrix. Its determinant is a polynomial in the poles that vanishes whenever two of them coincide, so it is divisible by $\prod_{i<j}(x_j-x_i)$. Both polynomials have total degree $n(n-1)/2$, and both contain the monomial $x_1x_2^2\cdots x_{n-1}^{n-1}$ with coefficient $1$. They are therefore equal. Squaring removes the sign of each difference, and the product formula follows.

For two poles this can be checked by direct expansion:

$$C_0C_2-C_1^2=(a_0+a_1)(a_0x_0^2+a_1x_1^2)-(a_0x_0+a_1x_1)^2=a_0a_1(x_0-x_1)^2 .$$

**More rows than poles.** For $m>n$ the matrix $V$ has only $n$ rows, so its rank is at most $n$. The rank of a product does not exceed the rank of its last factor, so $H$ has rank at most $n<m$ and its determinant is zero.

**When the $n\times n$ determinant is nonzero.** A product of complex numbers is nonzero exactly when every factor is. Hence $\det H\neq0$ at size $n$ if and only if all $a_k$ are nonzero and the $x_k$ are pairwise distinct. Both conditions have a physical meaning. A zero weight arises, for example, when the chosen operator does not reach the state in question; whatever its origin, a pole of zero weight leaves no trace in the moments. Two coinciding poles act as a single pole that carries the sum of their weights.

## A recurrence for the moments and an equation for the poles

Let $P(X)=\prod_k(X-x_k)=\sum_{i=0}^{n}p_iX^i$. Every pole is a root of $P$, so for each $j$

$$\sum_{i=0}^{n}p_i\,C_{i+j}=\sum_k a_kx_k^j\sum_{i=0}^{n}p_ix_k^i=\sum_k a_kx_k^j\,P(x_k)=0 .$$

Since $p_n=1$, this expresses $C_{n+j}$ as a fixed linear combination of the $n$ moments before it.

To find the poles from the moments, take a complex number $z$ and combine the Hankel matrix with the one shifted by one moment:

$$C_{i+j+1}-z\,C_{i+j}=\sum_k a_k(x_k-z)\,x_k^{i+j}.$$

The right side is again a moment of index $i+j$, with the same poles and with the weights $a_k(x_k-z)$. At size $n$ the product formula then gives

$$\det\big(C_{i+j+1}-zC_{i+j}\big)=\prod_k a_k\,\prod_k(x_k-z)\,\prod_{i<j}(x_i-x_j)^2 .$$

If the weights are nonzero and the poles distinct, the right side vanishes exactly when $z$ is one of the $x_k$. The poles are thus the generalized eigenvalues of a pair of matrices built from $C_0,\dots,C_{2n-1}$.

## Moments, Hankel matrices and pole powers in Lean

The number of poles `n` is an arbitrary natural number, shared by all the statements.

```lean
import Mathlib

open Matrix

namespace PronyHankel

noncomputable section

variable {n : ℕ}
```

Weights and poles are functions `Fin n → ℂ`, so their index runs from $0$ to $n-1$ as above. Nothing requires real poles or positive weights, although a diagonal fermionic Green's function of a Hermitian Hamiltonian, taken in the ground state or in thermal equilibrium, has real poles and nonnegative weights. The Green's function itself does not appear in the file: it enters only through its moments, which are defined directly as power sums. A pole at zero contributes its weight to $C_0$, since $0^0=1$, and nothing to the later moments.

```lean
/-- The `j`-th moment `∑ a_k x_k ^ j` of a Lehmann sum with weights `a_k` and poles `x_k`. -/
def moment (a x : Fin n → ℂ) (j : ℕ) : ℂ := ∑ k, a k * x k ^ j
```

The Hankel matrix is defined for any sequence `C`, not only for moments. This generality is used later, when the same definition is applied to the shifted sequence $C_{j+1}$.

```lean
/-- The `m × m` Hankel matrix with entries `C (i + j)` built from a sequence `C`. -/
def hankel (C : ℕ → ℂ) (m : ℕ) : Matrix (Fin m) (Fin m) ℂ :=
  Matrix.of fun i j => C ((i : ℕ) + (j : ℕ))
```

The matrix $V$ of the derivation is `nodePowers x m`, with $n$ rows and $m$ columns.

```lean
/-- The rectangular matrix whose row `k` lists the first `m` powers of the pole `x_k`. -/
def nodePowers (x : Fin n → ℂ) (m : ℕ) : Matrix (Fin n) (Fin m) ℂ :=
  Matrix.of fun k i => x k ^ (i : ℕ)
```

The polynomial $P$ is `pronyPoly x`. Inside its definition, `Polynomial.C` turns a complex number into a constant polynomial and is unrelated to the moments $C_j$.

```lean
/-- The Prony polynomial, the monic polynomial `∏ (X - x_k)`. -/
def pronyPoly (x : Fin n → ℂ) : Polynomial ℂ :=
  ∏ k, (Polynomial.X - Polynomial.C (x k))
```

## The factorization and the determinants in Lean

The first theorem is $H=V^{T}DV$ at any size `m`. The proof compares entries. `Matrix.mul_apply` writes the right side as a sum over the poles, `Matrix.mul_diagonal` evaluates the product with the diagonal matrix, and `pow_add` splits $x_k^{i+j}$. What remains for each $k$ is a reordering of factors, which `ring` carries out.

```lean
/-- The Hankel matrix of the moments, of any size, is the product of the transposed matrix of pole
powers, the diagonal matrix of weights and the matrix of pole powers, in this order. -/
theorem hankel_factor (a x : Fin n → ℂ) (m : ℕ) :
    hankel (moment a x) m =
      (nodePowers x m)ᵀ * Matrix.diagonal a * nodePowers x m := by
  ext i j
  rw [Matrix.mul_apply]
  change ∑ k, a k * x k ^ ((i : ℕ) + (j : ℕ)) = _
  apply Finset.sum_congr rfl
  intro k _
  rw [Matrix.mul_diagonal, pow_add]
  change a k * (x k ^ (i : ℕ) * x k ^ (j : ℕ)) = x k ^ (i : ℕ) * a k * x k ^ (j : ℕ)
  ring
```

At size `n` the matrix of powers coincides with Mathlib's `Matrix.vandermonde x`, which is the auxiliary statement `hV`. After the factorization is inserted, the determinant of the product splits into three determinants. The transpose does not change the determinant, and the diagonal matrix contributes the product of the weights.

```lean
/-- With as many rows as poles, the Hankel determinant is the product of the weights
times the squared Vandermonde determinant of the poles. -/
theorem det_hankel_vandermonde (a x : Fin n → ℂ) :
    (hankel (moment a x) n).det = (∏ k, a k) * (Matrix.vandermonde x).det ^ 2 := by
  have hV : nodePowers x n = Matrix.vandermonde x := by
    ext i j
    simp [nodePowers, Matrix.vandermonde_apply]
  rw [hankel_factor, hV, Matrix.det_mul, Matrix.det_mul, Matrix.det_transpose,
    Matrix.det_diagonal]
  ring
```

The product formula follows from Mathlib's evaluation of the Vandermonde determinant. The set `Finset.Ioi i` contains the indices greater than `i`, so the double product runs over each pair $i<j$ once. Mathlib's formula has the differences $x_j-x_i$, whereas the statement here has $x_i-x_j$. The two agree after squaring, and the final `ring` confirms this factor by factor. For $n=0$ both sides equal $1$.

```lean
/-- Prony determinant: for `n` complex weights and poles, the `n × n` Hankel determinant of the
moments is the product of all weights times the product of `(x_i - x_j) ^ 2` over all pairs `i < j`.
-/
theorem det_hankel (a x : Fin n → ℂ) :
    (hankel (moment a x) n).det =
      (∏ k, a k) * ∏ i, ∏ j ∈ Finset.Ioi i, (x i - x j) ^ 2 := by
  rw [det_hankel_vandermonde, Matrix.det_vandermonde, ← Finset.prod_pow]
  congr 1
  apply Finset.prod_congr rfl
  intro i _
  rw [← Finset.prod_pow]
  apply Finset.prod_congr rfl
  intro j _
  ring
```

The vanishing at larger sizes is stated for every `m` with `n < m`, and the case $m=n+1$ is included. The proof is the rank argument, arranged as a contradiction. If the determinant were nonzero, the matrix would be invertible and would have rank $m$ (`h1`). The factorization bounds this rank by that of `nodePowers x m` (`h2`), which is at most its number of rows, $n$ (`h3`). The three facts contradict $n<m$, and `omega` closes the goal.

The implication runs from the number of poles to the determinant. A single vanishing determinant in a given list of numbers does not show that the list comes from $n$ poles.

```lean
/-- The Hankel determinant of the moments of `n` poles vanishes at every size `m > n`. -/
theorem det_hankel_eq_zero (a x : Fin n → ℂ) {m : ℕ} (hm : n < m) :
    (hankel (moment a x) m).det = 0 := by
  by_contra h
  -- an invertible matrix would have rank `m`, but the factorization allows at most `n`
  have hu : IsUnit (hankel (moment a x) m) :=
    (Matrix.isUnit_iff_isUnit_det _).mpr (isUnit_iff_ne_zero.mpr h)
  have h1 := Matrix.rank_of_isUnit _ hu
  rw [hankel_factor, Fintype.card_fin] at h1
  have h2 := Matrix.rank_mul_le_right
    ((nodePowers x m)ᵀ * Matrix.diagonal a) (nodePowers x m)
  have h3 := Matrix.rank_le_card_height (nodePowers x m)
  rw [Fintype.card_fin] at h3
  omega
```

The next theorem characterizes the nonzero determinants. Distinctness of the poles is expressed as `Function.Injective x`: different indices have different poles. The proof starts from the Vandermonde form of the determinant and treats its two factors separately. The product of weights is nonzero exactly when each weight is, and the squared Vandermonde determinant is nonzero exactly when the poles are distinct.

```lean
/-- The `n × n` Hankel determinant is nonzero exactly when every weight is nonzero and the
poles are pairwise distinct. -/
theorem det_hankel_ne_zero_iff (a x : Fin n → ℂ) :
    (hankel (moment a x) n).det ≠ 0 ↔ (∀ k, a k ≠ 0) ∧ Function.Injective x := by
  rw [det_hankel_vandermonde, mul_ne_zero_iff, Finset.prod_ne_zero_iff,
    pow_ne_zero_iff two_ne_zero, Matrix.det_vandermonde_ne_zero_iff]
  simp only [Finset.mem_univ, true_implies]
```

## Linear prediction and pole recovery in Lean

The recurrence is stated as a vanishing sum over $i=0,\dots,n$, for every starting index `j` and without any condition on weights or poles. The bound `hdeg` says that the degree of $P$ is less than $n+1$, so these coefficients are all that is needed to evaluate $P$. The statement `key` is $P(x_k)=0$ written out in coefficients: the product contains the factor $x_k-x_k$. The `calc` block then exchanges the sums over $i$ and $k$, as in the derivation, and each term of the outer sum vanishes by `key`.

```lean
/-- Linear prediction: the coefficients of the Prony polynomial annihilate every window of
`n + 1` consecutive moments. -/
theorem linear_prediction (a x : Fin n → ℂ) (j : ℕ) :
    ∑ i ∈ Finset.range (n + 1), (pronyPoly x).coeff i * moment a x (i + j) = 0 := by
  have hdeg : (pronyPoly x).natDegree < n + 1 :=
    Nat.lt_succ_of_le ((Polynomial.natDegree_prod_le _ _).trans (by simp))
  -- each pole is a root of the Prony polynomial
  have key : ∀ k, ∑ i ∈ Finset.range (n + 1), (pronyPoly x).coeff i * x k ^ i = 0 := by
    intro k
    rw [← Polynomial.eval_eq_sum_range' hdeg, pronyPoly, Polynomial.eval_prod]
    exact Finset.prod_eq_zero (Finset.mem_univ k) (by simp)
  calc ∑ i ∈ Finset.range (n + 1), (pronyPoly x).coeff i * moment a x (i + j)
      = ∑ k, a k * x k ^ j *
          ∑ i ∈ Finset.range (n + 1), (pronyPoly x).coeff i * x k ^ i := by
        simp only [moment, Finset.mul_sum]
        rw [Finset.sum_comm]
        apply Finset.sum_congr rfl
        intro k _
        apply Finset.sum_congr rfl
        intro i _
        ring
    _ = 0 := Finset.sum_eq_zero fun k _ => by rw [key k, mul_zero]
```

The pencil identity holds at any size `m` and for any complex `z`. The shifted Hankel matrix is `hankel (fun j => moment a x (j + 1)) m`, and the new weights are given by the function `fun k => a k * (x k - z)`. The proof again compares entries, merges the two sums over poles into one, and checks the terms individually.

```lean
/-- Subtracting `z` times the Hankel matrix from the one shifted by one moment gives the
Hankel matrix of the same poles with weights `a_k (x_k - z)`. -/
theorem hankel_pencil (a x : Fin n → ℂ) (z : ℂ) (m : ℕ) :
    hankel (fun j => moment a x (j + 1)) m - z • hankel (moment a x) m =
      hankel (moment (fun k => a k * (x k - z)) x) m := by
  ext i j
  change moment a x ((i : ℕ) + (j : ℕ) + 1) - z * moment a x ((i : ℕ) + (j : ℕ)) =
    moment (fun k => a k * (x k - z)) x ((i : ℕ) + (j : ℕ))
  unfold moment
  rw [Finset.mul_sum, ← Finset.sum_sub_distrib]
  apply Finset.sum_congr rfl
  intro k _
  ring
```

The last theorem takes two hypotheses: `ha`, that every weight is nonzero, and `hx`, that the poles are distinct. Under these the determinant of the $n\times n$ pencil is zero if and only if $z$ equals some $x_k$.

The proof replaces the pencil by the Hankel matrix with weights $a_k(x_k-z)$ and passes to the negated equivalence, so that `det_hankel_ne_zero_iff` applies to these weights. In one direction, if all the new weights are nonzero, then $z$ cannot be a pole, because $z=x_k$ would make the weight of index $k$ vanish. In the other direction, if $z$ is not a pole, then each new weight is a product of two nonzero numbers, and the poles are distinct by `hx`.

```lean
/-- Pole recovery: for nonzero weights and pairwise distinct poles, the determinant of the
`n × n` Hankel pencil vanishes at `z` exactly when `z` is one of the poles. -/
theorem det_pencil_eq_zero_iff (a x : Fin n → ℂ) (ha : ∀ k, a k ≠ 0)
    (hx : Function.Injective x) (z : ℂ) :
    (hankel (fun j => moment a x (j + 1)) n - z • hankel (moment a x) n).det = 0 ↔
      ∃ k, z = x k := by
  rw [hankel_pencil]
  refine not_iff_not.mp ((det_hankel_ne_zero_iff (fun k => a k * (x k - z)) x).trans ?_)
  constructor
  · rintro ⟨h1, _⟩ ⟨k, hk⟩
    exact h1 k (by rw [hk, sub_self, mul_zero])
  · intro h2
    exact ⟨fun k => mul_ne_zero (ha k) (sub_ne_zero.mpr fun e => h2 ⟨k, e.symm⟩), hx⟩

end

end PronyHankel
```

The theorem identifies the set of zeros for a known number of poles. Prony's method as a fitting procedure also determines the weights, and in practice it must deal with noisy data and an unknown `n`. The result here covers the step that locates the poles, for error-free moments of a finite Lehmann sum. It gives no estimate of how far the zeros move when the moments are perturbed. The product formula does show where the recovery breaks down: if a weight is zero or two poles coincide, the determinant of the $n\times n$ pencil is zero for every $z$ and no longer singles out the poles.

```lean
#print axioms PronyHankel.det_hankel_eq_zero
#print axioms PronyHankel.linear_prediction
#print axioms PronyHankel.hankel_pencil
#print axioms PronyHankel.det_pencil_eq_zero_iff
```

```
'PronyHankel.det_hankel_eq_zero' depends on axioms: [propext, Classical.choice, Quot.sound]
'PronyHankel.linear_prediction' depends on axioms: [propext, Classical.choice, Quot.sound]
'PronyHankel.hankel_pencil' depends on axioms: [propext, Classical.choice, Quot.sound]
'PronyHankel.det_pencil_eq_zero_iff' depends on axioms: [propext, Classical.choice, Quot.sound]
```
